# Bounding an unlike C6 from coefficients with a common partner, for square-integrable responses

Before a missing unlike C6 goes into a pairwise dispersion table, it can be tested against coefficients that both atoms share with a third. Suppose that C6 is known for 1–3 and 2–3, and for the like pairs 1–1, 2–2 and 3–3. These five numbers confine C12 to an interval, and an estimate from a combination rule that falls outside it is inconsistent with them.

## Five coefficients and the interval for the sixth

Let aᵢ(u) be the isotropic dipole polarizability of atom i at imaginary frequency iu, in atomic units. The C6 coefficient of atoms i and j, written Cij, sets their long-range dispersion energy −Cij/R⁶ at distance R. The Casimir–Polder formula gives it as

Cij = (3/π) ∫ aᵢ(u) aⱼ(u) du, over u > 0.

Write D1 = C11 C33 − C13² and D2 = C22 C33 − C23². For real, square-integrable responses,

(C12 C33 − C13 C23)² ≤ D1 D2,

and if C33 > 0,

|C12 − C13 C23/C33| ≤ √(D1 D2)/C33.

A code should check D1 ≥ 0 and D2 ≥ 0 separately before taking the root, since two negative values give a positive product. A negative value means that the inputs cannot all come from one set of such responses.

## Subtracting the partner's share

Cij is symmetric and bilinear, and Cii ≥ 0 because its integrand is a square. For two responses a and b and any real x, the like coefficient of a + x b is therefore non-negative:

0 ≤ Cbb x² + 2 Cab x + Caa.

The discriminant cannot be positive, so

Cab² ≤ Caa Cbb.

Now remove from atoms 1 and 2 the part proportional to the partner:

r₁ = C33 a₁ − C13 a₃

r₂ = C33 a₂ − C23 a₃

Expanding by bilinearity gives

C6(r₁, r₂) = C33² C12 − 2 C33 C13 C23 + C13 C23 C33 = C33 (C12 C33 − C13 C23)

C6(r₁, r₁) = C33 D1

C6(r₂, r₂) = C33 D2

The previous inequality, applied to r₁ and r₂, reads

C33² (C12 C33 − C13 C23)² ≤ C33² D1 D2.

For C33 > 0, cancel C33²; a square root and a division by C33 then give the interval. For C33 = 0, both sides of the main inequality equal C13² C23². If D1 = 0 and C33 > 0, the interval shrinks to C12 = C13 C23/C33.

If D1 > 0, both ends are attained. Fix a₁ and a₃, prescribe c22 and c23 with E = c22 C33 − c23² ≥ 0, and take σ = ±1. Set

s = σ √(D1 E)/D1

t = (c23 − s C13)/C33

a₂ = s a₁ + t a₃

Then s² D1 = E, and

C23 = s C13 + t C33 = c23

C33 C22 = s² D1 + (s C13 + t C33)² = E + c23² = c22 C33

C33 C12 = s D1 + C13 c23 = C13 c23 + σ √(D1 E)

## The Lean file

```lean
import Mathlib

open MeasureTheory Set

namespace CommonPartnerDispersion

noncomputable section

/-- A response: a real function of imaginary frequency, square-integrable on `u > 0`. -/
abbrev IsResponse (a : ℝ → ℝ) : Prop := MemLp a 2 (volume.restrict (Ioi (0 : ℝ)))

/-- The Casimir-Polder coefficient `(3/π) ∫ a(u) b(u) du` over `u > 0`. -/
def C6 (a b : ℝ → ℝ) : ℝ := 3 / Real.pi * ∫ u in Ioi (0 : ℝ), a u * b u

/-- The linear combination `s a + t b` of two responses. -/
def mix (s : ℝ) (a : ℝ → ℝ) (t : ℝ) (b : ℝ → ℝ) : ℝ → ℝ := fun u => s * a u + t * b u

/-- A linear combination of square-integrable responses is square-integrable. -/
theorem mix_response {a b : ℝ → ℝ} (ha : IsResponse a) (hb : IsResponse b) (s t : ℝ) :
    IsResponse (mix s a t b) :=
  (ha.const_mul s).add (hb.const_mul t)

/-- The dispersion coefficient does not depend on the order of the two atoms. -/
theorem C6_comm (a b : ℝ → ℝ) : C6 a b = C6 b a := by
  simp only [C6, mul_comm]

/-- For square-integrable responses, the dispersion coefficient is linear in the response
of the first atom. -/
theorem C6_linear {a b c : ℝ → ℝ} (ha : IsResponse a) (hb : IsResponse b)
    (hc : IsResponse c) (s t : ℝ) :
    C6 (mix s a t b) c = s * C6 a c + t * C6 b c := by
  have hac : Integrable (fun u => a u * c u) (volume.restrict (Ioi (0 : ℝ))) :=
    ha.integrable_mul hc
  have hbc : Integrable (fun u => b u * c u) (volume.restrict (Ioi (0 : ℝ))) :=
    hb.integrable_mul hc
  have h : ∫ u in Ioi (0 : ℝ), mix s a t b u * c u
      = s * (∫ u in Ioi (0 : ℝ), a u * c u) + t * ∫ u in Ioi (0 : ℝ), b u * c u := by
    rw [← integral_const_mul, ← integral_const_mul,
      ← integral_add (hac.const_mul s) (hbc.const_mul t)]
    refine integral_congr_ae (ae_of_all _ fun u => ?_)
    show (s * a u + t * b u) * c u = s * (a u * c u) + t * (b u * c u)
    ring
  unfold C6
  rw [h]
  ring

/-- The coefficient between two square-integrable responses that each contain an admixture
of a third one, expanded in the coefficients of the three. -/
theorem C6_mix {a b c : ℝ → ℝ} (ha : IsResponse a) (hb : IsResponse b)
    (hc : IsResponse c) (s t s' t' : ℝ) :
    C6 (mix s a t c) (mix s' b t' c)
      = s * s' * C6 a b + s * t' * C6 a c + t * s' * C6 b c + t * t' * C6 c c := by
  have h1 : C6 a (mix s' b t' c) = s' * C6 a b + t' * C6 a c :=
    (C6_comm _ _).trans (by rw [C6_linear hb hc ha, C6_comm b a, C6_comm c a])
  have h2 : C6 c (mix s' b t' c) = s' * C6 b c + t' * C6 c c :=
    (C6_comm _ _).trans (C6_linear hb hc hc s' t')
  rw [C6_linear ha hc (mix_response hb hc s' t'), h1, h2]
  ring

/-- The coefficient between like atoms is never negative. -/
theorem C6_self_nonneg (a : ℝ → ℝ) : 0 ≤ C6 a a :=
  mul_nonneg (by positivity) (integral_nonneg fun u => mul_self_nonneg (a u))

/-- For square-integrable responses, the square of the unlike coefficient is at most the
product of the like ones. -/
theorem C6_sq_le {a b : ℝ → ℝ} (ha : IsResponse a) (hb : IsResponse b) :
    C6 a b ^ 2 ≤ C6 a a * C6 b b := by
  -- the like coefficient of `a + x b` is a non-negative quadratic in `x`
  have h : ∀ x : ℝ, 0 ≤ C6 b b * (x * x) + 2 * C6 a b * x + C6 a a := by
    intro x
    have h0 := C6_self_nonneg (mix 1 a x b)
    rw [C6_mix ha ha hb] at h0
    linarith
  have hd := discrim_le_zero h
  unfold discrim at hd
  linarith

/-- For three square-integrable responses,
`(C12 C33 - C13 C23)² ≤ (C11 C33 - C13²) (C22 C33 - C23²)`. -/
theorem common_partner_inequality {a₁ a₂ a₃ : ℝ → ℝ} (h₁ : IsResponse a₁)
    (h₂ : IsResponse a₂) (h₃ : IsResponse a₃) :
    (C6 a₁ a₂ * C6 a₃ a₃ - C6 a₁ a₃ * C6 a₂ a₃) ^ 2
      ≤ (C6 a₁ a₁ * C6 a₃ a₃ - C6 a₁ a₃ ^ 2) * (C6 a₂ a₂ * C6 a₃ a₃ - C6 a₂ a₃ ^ 2) := by
  rcases (C6_self_nonneg a₃).eq_or_lt with h0 | hpos
  · rw [← h0]
    exact le_of_eq (by ring)
  · -- remove from atoms 1 and 2 the part proportional to the partner
    have cs := C6_sq_le (mix_response h₁ h₃ (C6 a₃ a₃) (-C6 a₁ a₃))
      (mix_response h₂ h₃ (C6 a₃ a₃) (-C6 a₂ a₃))
    rw [C6_mix h₁ h₂ h₃, C6_mix h₁ h₁ h₃, C6_mix h₂ h₂ h₃] at cs
    refine le_of_mul_le_mul_left ?_ (pow_pos hpos 2)
    linear_combination cs

/-- For square-integrable responses with `C33 > 0`, the unknown unlike coefficient lies in
an explicit interval centred at `C13 C23 / C33`. -/
theorem unlike_C6_mem_interval {a₁ a₂ a₃ : ℝ → ℝ} (h₁ : IsResponse a₁)
    (h₂ : IsResponse a₂) (h₃ : IsResponse a₃) (hpos : 0 < C6 a₃ a₃) :
    C6 a₁ a₂ ∈ Icc
      ((C6 a₁ a₃ * C6 a₂ a₃ - √((C6 a₁ a₁ * C6 a₃ a₃ - C6 a₁ a₃ ^ 2) *
        (C6 a₂ a₂ * C6 a₃ a₃ - C6 a₂ a₃ ^ 2))) / C6 a₃ a₃)
      ((C6 a₁ a₃ * C6 a₂ a₃ + √((C6 a₁ a₁ * C6 a₃ a₃ - C6 a₁ a₃ ^ 2) *
        (C6 a₂ a₂ * C6 a₃ a₃ - C6 a₂ a₃ ^ 2))) / C6 a₃ a₃) := by
  have h := abs_le.1 (Real.abs_le_sqrt (common_partner_inequality h₁ h₂ h₃))
  constructor
  · rw [div_le_iff₀ hpos]
    linarith [h.1]
  · rw [le_div_iff₀ hpos]
    linarith [h.2]

/-- For square-integrable responses with `C33 > 0` and `C11 C33 = C13²`, the unlike
coefficient is exactly `C13 C23 / C33`. -/
theorem unlike_C6_exact {a₁ a₂ a₃ : ℝ → ℝ} (h₁ : IsResponse a₁)
    (h₂ : IsResponse a₂) (h₃ : IsResponse a₃) (hpos : 0 < C6 a₃ a₃)
    (h : C6 a₁ a₁ * C6 a₃ a₃ = C6 a₁ a₃ ^ 2) :
    C6 a₁ a₂ = C6 a₁ a₃ * C6 a₂ a₃ / C6 a₃ a₃ := by
  have hm := common_partner_inequality h₁ h₂ h₃
  rw [h, sub_self, zero_mul] at hm
  have h0 := pow_eq_zero_iff (two_ne_zero) |>.1 (le_antisymm hm (sq_nonneg _))
  rw [eq_div_iff hpos.ne']
  linarith

/-- Both ends of the interval (`σ = 1` and `σ = -1`) are attained: given square-integrable
responses of atom 1 and the partner with `C33 > 0` and `C13² < C11 C33`, and prescribed
`c22`, `c23` with `c23² ≤ c22 C33`, some square-integrable response of atom 2 does it. -/
theorem interval_ends_attained {a₁ a₃ : ℝ → ℝ} (h₁ : IsResponse a₁) (h₃ : IsResponse a₃)
    (hpos : 0 < C6 a₃ a₃) (hD : C6 a₁ a₃ ^ 2 < C6 a₁ a₁ * C6 a₃ a₃) {c22 c23 σ : ℝ}
    (h : c23 ^ 2 ≤ c22 * C6 a₃ a₃) (hσ : σ ^ 2 = 1) :
    ∃ a₂ : ℝ → ℝ, IsResponse a₂ ∧ C6 a₂ a₂ = c22 ∧ C6 a₂ a₃ = c23 ∧
      C6 a₁ a₂ = (C6 a₁ a₃ * c23 + σ * √((C6 a₁ a₁ * C6 a₃ a₃ - C6 a₁ a₃ ^ 2) *
        (c22 * C6 a₃ a₃ - c23 ^ 2))) / C6 a₃ a₃ := by
  have key : ∀ D E : ℝ, 0 < D → 0 ≤ E → ∃ s : ℝ, s * D = σ * √(D * E) ∧ s ^ 2 * D = E := by
    intro D E hD hE
    have hq : √(D * E) ^ 2 = D * E := Real.sq_sqrt (mul_nonneg hD.le hE)
    have hs : σ * √(D * E) / D * D = σ * √(D * E) := div_mul_cancel₀ _ hD.ne'
    refine ⟨σ * √(D * E) / D, hs, mul_left_cancel₀ hD.ne' ?_⟩
    generalize σ * √(D * E) / D = s at hs ⊢
    linear_combination (s * D + σ * √(D * E)) * hs + √(D * E) ^ 2 * hσ + hq
  -- atom 2 responds as a combination of atom 1 and the partner
  obtain ⟨s, hs, hE⟩ := key _ _ (sub_pos.2 hD) (sub_nonneg.2 h)
  obtain ⟨t, ht⟩ : ∃ t : ℝ, t * C6 a₃ a₃ = c23 - s * C6 a₁ a₃ :=
    ⟨_, div_mul_cancel₀ _ hpos.ne'⟩
  refine ⟨mix s a₁ t a₃, mix_response h₁ h₃ s t, ?_, ?_, ?_⟩
  · rw [C6_mix h₁ h₁ h₃]
    refine mul_left_cancel₀ hpos.ne' ?_
    linear_combination hE + (t * C6 a₃ a₃ + s * C6 a₁ a₃ + c23) * ht
  · rw [C6_linear h₁ h₃ h₃]
    linear_combination ht
  · rw [C6_comm a₁ (mix s a₁ t a₃), C6_linear h₁ h₃ h₁, C6_comm a₃ a₁, eq_div_iff hpos.ne']
    linear_combination hs + C6 a₁ a₃ * ht

end

end CommonPartnerDispersion
```

```lean
#print axioms CommonPartnerDispersion.unlike_C6_mem_interval
#print axioms CommonPartnerDispersion.unlike_C6_exact
#print axioms CommonPartnerDispersion.interval_ends_attained
```

```
'CommonPartnerDispersion.unlike_C6_mem_interval' depends on axioms: [propext, Classical.choice, Quot.sound]
'CommonPartnerDispersion.unlike_C6_exact' depends on axioms: [propext, Classical.choice, Quot.sound]
'CommonPartnerDispersion.interval_ends_attained' depends on axioms: [propext, Classical.choice, Quot.sound]
```

## How the code matches the algebra

`IsResponse a` says that a is square-integrable on u > 0, and `C6 a₁ a₂` is C12. The combinations r₁ and r₂ are built with `mix`, and `C6_mix` expands their coefficients.

In `common_partner_inequality`, `rcases` separates C33 = 0 from C33 > 0, `le_of_mul_le_mul_left` cancels C33², and `linear_combination cs` checks the remaining algebra. `unlike_C6_mem_interval` takes the root with `Real.abs_le_sqrt`. `unlike_C6_exact` treats D1 = 0, where a square is at most zero. In `interval_ends_attained`, `key` supplies s and the second `obtain` supplies t.

The device that carries the argument is Mathlib's `discrim_le_zero`, used in `C6_sq_le`. It takes a quadratic that is non-negative for every real x and returns a non-positive discriminant. It does not require a non-zero leading coefficient, so Cbb = 0 needs no separate treatment: a linear function that is non-negative everywhere has zero slope, which forces Cab = 0.

## Scope of the bound for tabulated data

The interval holds for every triple of square-integrable responses with C33 > 0, and the five known coefficients alone give no narrower one in this class. The class is wider than physics, however: it admits responses that change sign, while a ground-state atom's polarizability at imaginary frequency is positive and decreases with u. The a₂ that reaches an end need not look like an atom, so physical constraints may narrow the range.

The coefficients are exact integrals. Rounding, experimental uncertainty and quadrature on grids that differ between pairs can make tabulated values violate the bound, and the theorems supply no tolerance for this. The model is the isotropic, non-retarded dipole–dipole term between two atoms; anisotropy, higher multipoles and many-body dispersion lie beyond it.
